# The exact kinetic energy of a free positive-energy Dirac particle with nonzero momentum lies strictly between its scaled and unscaled ZORA energies

When I test a ZORA (zeroth-order regular approximation) code on a plane wave in zero potential, I compute the energy with and without the scaling correction and check that the exact positive-branch Dirac energy, measured from the rest energy, falls between the two numbers. For a free particle of unit mass with momentum p ≠ 0 and speed of light c > 0, I believe that the scaled value is always too low and the unscaled value p²/2 always too high. I also believe that the scaled energy levels off at 2c² as p → ∞. Can this be derived cleanly, with the strict inequalities and the limit proved rigorously and checked by machine in Lean?

## Both ZORA errors are positive multiples of powers of the exact energy

Yes. The order follows from two identities for the errors, both consequences of the free-particle energy relation.

Take ħ = 1 and measure the energy E from the rest energy c². For a plane wave of definite helicity, the Dirac equation couples a large amplitude φ and a small amplitude χ:

c p χ = E φ

c p φ = (E + 2c²) χ

Here p is a real number whose sign carries the helicity. Eliminating χ = c p φ / (E + 2c²) gives

E (E + 2c²) = c²p²

and the positive-energy root is

E = √(c⁴ + c²p²) − c².

ZORA drops E from the denominator of the eliminated small component. The ratio of small to large amplitude becomes r, and the unscaled energy Z is the coupling c p times that ratio:

r = c p / (2c²) = p / (2c)

Z = c p r = p²/2

The scaled energy S divides Z by the squared norm of the spinor (1, r):

S = Z / (1 + r²) = (p²/2) / (1 + p²/(4c²)) = 2c²p² / (4c² + p²)

For the unscaled error, divide the energy relation by 2c². This gives p²/2 = E + E²/(2c²), so

Z − E = E² / (2c²).

For the scaled error, multiply E − S by c²(4c² + p²) and replace c²p² by E(E + 2c²):

c²(4c² + p²)(E − S)
= 4c⁴E + E c²p² − 2c² · c²p²
= 4c⁴E + (E − 2c²) E (E + 2c²)
= 4c⁴E + E³ − 4c⁴E
= E³

Hence

E − S = E³ / (c²(4c² + p²)).

If p ≠ 0, the square root exceeds c², so E > 0 and both errors are positive. This gives S < E < Z. At p = 0 all three energies vanish, which is why the strict statement excludes that point.

The first identity also shows that E ≤ p²/2. Inserting this in the numerators, and using 4c² + p² ≥ 4c² in the second denominator, gives

Z − E ≤ p⁴ / (8c²)

E − S ≤ p⁶ / (32c⁴).

The guaranteed error at low momentum is therefore of fourth order in p without scaling and of sixth order with it.

For large p, write

S = 2c² − 8c⁴ / (4c² + p²).

The last term tends to zero, so S → 2c². The exact energy has no such ceiling: √(c⁴ + c²p²) ≥ c p gives E ≥ c p − c², which grows without bound.

**A worked case.** Take c = 1 and p = 3/4. Then √(1 + 9/16) = 5/4, and

E = 1/4 = 0.25
Z = 9/32 = 0.28125
S = 18/73 ≈ 0.24658

The errors are Z − E = 1/32 and E − S = 1/292, as the two identities predict.

**A slip in the norm.** The scaling must use the ZORA ratio r, not the exact ratio c p / (E + 2c²). In the worked case the exact ratio is 1/3, and dividing Z by 1 + 1/9 gives 81/320 ≈ 0.2531. That lies above E, so the lower bound is lost.

## What the Lean definitions and theorems say

The variables `c` and `p` are real numbers, with unit mass and ħ = 1 built into the formulas. The definitions correspond to the derivation as follows:

- `diracEnergy c p` is E, with the rest energy already subtracted.
- `smallRatio c p` is r, written as c p / (2c²).
- `zoraEnergy c p` is Z, defined as the coupling times the ratio.
- `scaledEnergy c p` is S, defined as Z divided by 1 + r².

The familiar closed forms of Z and S are theorems, `zoraEnergy_eq` and `scaledEnergy_eq`.

The main theorem, `zora_brackets_dirac`, assumes only `0 < c`, that is, a positive speed of light. Its first part says that S < E < Z for every real `p ≠ 0`, of either sign. Its second part says that S tends to 2c² as p tends to +∞: `atTop` is the direction of growing p, and `𝓝 (2 * c ^ 2)` denotes the neighbourhoods of the limit. The divergence of the exact energy is a separate theorem, `diracEnergy_tendsto`.

The file starts from scalar formulas. It contains no Dirac Hamiltonian, so the square-root energy and the ZORA ratio enter as definitions, and the elimination of the small component above is the physical reason for choosing them. There is also no external potential, not even a constant one: the unscaled ZORA energy does not simply shift by a constant added to the potential, so the zero potential is part of the setting. In electronic structure work the result therefore serves as a free-particle reference for a ZORA implementation, and it does not fix the order of the energies for electrons bound in an atom or molecule.

```lean
import Mathlib

open Filter Topology

namespace FreeParticleZORA

noncomputable section

/-- Exact positive-branch energy of a free Dirac particle of unit mass, with the rest energy
`c ^ 2` subtracted. -/
def diracEnergy (c p : ℝ) : ℝ := √(c ^ 4 + c ^ 2 * p ^ 2) - c ^ 2

/-- Ratio of small to large component in ZORA for a free particle: the energy is dropped from
the denominator of the eliminated small component. -/
def smallRatio (c p : ℝ) : ℝ := c * p / (2 * c ^ 2)

/-- Unscaled ZORA energy of a free particle: the coupling `c p` acting on the ZORA small
component. -/
def zoraEnergy (c p : ℝ) : ℝ := c * p * smallRatio c p

/-- Scaled ZORA energy: the ZORA energy divided by the squared norm of the spinor with large
component one and the ZORA small component. -/
def scaledEnergy (c p : ℝ) : ℝ := zoraEnergy c p / (1 + smallRatio c p ^ 2)

/-- The unscaled ZORA energy of a free particle is the nonrelativistic kinetic energy. -/
theorem zoraEnergy_eq {c : ℝ} (hc : 0 < c) (p : ℝ) : zoraEnergy c p = p ^ 2 / 2 := by
  unfold zoraEnergy smallRatio
  field_simp

/-- Closed forms of the scaled ZORA energy of a free particle. -/
theorem scaledEnergy_eq {c : ℝ} (hc : 0 < c) (p : ℝ) :
    scaledEnergy c p = (p ^ 2 / 2) / (1 + p ^ 2 / (4 * c ^ 2)) ∧
      scaledEnergy c p = 2 * c ^ 2 * p ^ 2 / (4 * c ^ 2 + p ^ 2) := by
  have hs : smallRatio c p ^ 2 = p ^ 2 / (4 * c ^ 2) := by
    unfold smallRatio
    field_simp
    ring
  have h1 : scaledEnergy c p = (p ^ 2 / 2) / (1 + p ^ 2 / (4 * c ^ 2)) := by
    unfold scaledEnergy
    rw [zoraEnergy_eq hc, hs]
  refine ⟨h1, ?_⟩
  rw [h1, div_eq_div_iff (by positivity) (by positivity)]
  field_simp
  ring

/-- The exact energy `E` obeys the free-particle relation `E (E + 2 c ^ 2) = c ^ 2 p ^ 2`. -/
theorem diracEnergy_quadratic (c p : ℝ) :
    diracEnergy c p * (diracEnergy c p + 2 * c ^ 2) = c ^ 2 * p ^ 2 := by
  have h := Real.sq_sqrt (show 0 ≤ c ^ 4 + c ^ 2 * p ^ 2 by positivity)
  unfold diracEnergy
  linear_combination h

/-- Exact errors of the two ZORA energies, expressed through the exact energy. -/
theorem zora_errors {c : ℝ} (hc : 0 < c) (p : ℝ) :
    zoraEnergy c p - diracEnergy c p = diracEnergy c p ^ 2 / (2 * c ^ 2) ∧
      diracEnergy c p - scaledEnergy c p =
        diracEnergy c p ^ 3 / (c ^ 2 * (4 * c ^ 2 + p ^ 2)) := by
  have h := diracEnergy_quadratic c p
  constructor
  · rw [zoraEnergy_eq hc, eq_div_iff (by positivity)]
    linear_combination -h
  · have hd : 4 * c ^ 2 + p ^ 2 ≠ 0 := by positivity
    have hq : 2 * c ^ 2 * p ^ 2 / (4 * c ^ 2 + p ^ 2) * (4 * c ^ 2 + p ^ 2)
        = 2 * c ^ 2 * p ^ 2 := div_mul_cancel₀ _ hd
    rw [(scaledEnergy_eq hc p).2, eq_div_iff (by positivity)]
    -- eliminate the momentum with the free-particle relation
    linear_combination (2 * c ^ 2 - diracEnergy c p) * h - c ^ 2 * hq

/-- The unscaled ZORA error is at most `p ^ 4 / (8 c ^ 2)`, and the scaled ZORA error is at most
`p ^ 6 / (32 c ^ 4)`. -/
theorem zora_error_bounds {c : ℝ} (hc : 0 < c) (p : ℝ) :
    zoraEnergy c p - diracEnergy c p ≤ p ^ 4 / (8 * c ^ 2) ∧
      diracEnergy c p - scaledEnergy c p ≤ p ^ 6 / (32 * c ^ 4) := by
  obtain ⟨h1, h2⟩ := zora_errors hc p
  have hE0 : 0 ≤ diracEnergy c p := by
    have hsq : (c ^ 2) ^ 2 ≤ c ^ 4 + c ^ 2 * p ^ 2 := by
      nlinarith [mul_nonneg (sq_nonneg c) (sq_nonneg p)]
    exact sub_nonneg.mpr (le_trans (le_abs_self _) (Real.abs_le_sqrt hsq))
  -- the exact energy never exceeds the nonrelativistic one
  have hE : diracEnergy c p ≤ p ^ 2 / 2 := by
    have h3 : 0 ≤ diracEnergy c p ^ 2 / (2 * c ^ 2) := by positivity
    rw [← h1, zoraEnergy_eq hc] at h3
    linarith
  constructor
  · rw [h1]
    calc diracEnergy c p ^ 2 / (2 * c ^ 2)
        ≤ (p ^ 2 / 2) ^ 2 / (2 * c ^ 2) :=
          div_le_div₀ (by positivity) (pow_le_pow_left₀ hE0 hE 2) (by positivity) le_rfl
      _ = p ^ 4 / (8 * c ^ 2) := by ring
  · rw [h2]
    calc diracEnergy c p ^ 3 / (c ^ 2 * (4 * c ^ 2 + p ^ 2))
        ≤ (p ^ 2 / 2) ^ 3 / (c ^ 2 * (4 * c ^ 2)) :=
          div_le_div₀ (by positivity) (pow_le_pow_left₀ hE0 hE 3) (by positivity)
            (by nlinarith [mul_nonneg (sq_nonneg c) (sq_nonneg p)])
      _ = p ^ 6 / (32 * c ^ 4) := by ring

/-- As the momentum grows, the scaled ZORA energy tends to `2 c ^ 2`. -/
theorem scaledEnergy_tendsto {c : ℝ} (hc : 0 < c) :
    Tendsto (fun p => scaledEnergy c p) atTop (𝓝 (2 * c ^ 2)) := by
  have hform : (fun p => scaledEnergy c p) =
      fun p : ℝ => 2 * c ^ 2 - 8 * c ^ 4 / (4 * c ^ 2 + p ^ 2) := by
    funext p
    have hd : 4 * c ^ 2 + p ^ 2 ≠ 0 := by positivity
    rw [(scaledEnergy_eq hc p).2, eq_sub_iff_add_eq, ← add_div, div_eq_iff hd]
    ring
  have hden : Tendsto (fun p : ℝ => 4 * c ^ 2 + p ^ 2) atTop atTop :=
    tendsto_atTop_add_const_left atTop (4 * c ^ 2) (tendsto_pow_atTop two_ne_zero)
  have hlim := (hden.const_div_atTop (8 * c ^ 4)).const_sub (2 * c ^ 2)
  rw [hform]
  simpa only [sub_zero] using hlim

/-- The exact free-particle energy grows without bound as the momentum grows. -/
theorem diracEnergy_tendsto {c : ℝ} (hc : 0 < c) :
    Tendsto (fun p => diracEnergy c p) atTop atTop := by
  have hlin : Tendsto (fun p : ℝ => c * p + -c ^ 2) atTop atTop :=
    tendsto_atTop_add_const_right atTop (-c ^ 2) (tendsto_id.const_mul_atTop hc)
  refine tendsto_atTop_mono (fun p => ?_) hlin
  -- the square root is at least `c p`
  have hsq : (c * p) ^ 2 ≤ c ^ 4 + c ^ 2 * p ^ 2 := by
    nlinarith [pow_pos hc 4]
  have h := le_trans (le_abs_self _) (Real.abs_le_sqrt hsq)
  unfold diracEnergy
  linarith

/-- For every nonzero momentum the exact free-particle energy lies strictly between the scaled
and the unscaled ZORA energy, and the scaled energy tends to `2 c ^ 2` at large momentum. -/
theorem zora_brackets_dirac {c : ℝ} (hc : 0 < c) :
    (∀ p : ℝ, p ≠ 0 →
      scaledEnergy c p < diracEnergy c p ∧ diracEnergy c p < zoraEnergy c p) ∧
    Tendsto (fun p => scaledEnergy c p) atTop (𝓝 (2 * c ^ 2)) := by
  refine ⟨fun p hp => ?_, scaledEnergy_tendsto hc⟩
  obtain ⟨h1, h2⟩ := zora_errors hc p
  have hE : 0 < diracEnergy c p := by
    have hcp : 0 < c ^ 2 * p ^ 2 := by positivity
    exact sub_pos.mpr (Real.lt_sqrt_of_sq_lt (by nlinarith))
  -- both exact error formulas are positive
  constructor
  · apply sub_pos.mp
    rw [h2]
    positivity
  · apply sub_pos.mp
    rw [h1]
    positivity

end

end FreeParticleZORA
```

```lean
#print axioms FreeParticleZORA.zora_error_bounds
#print axioms FreeParticleZORA.diracEnergy_tendsto
#print axioms FreeParticleZORA.zora_brackets_dirac
```

```
'FreeParticleZORA.zora_error_bounds' depends on axioms: [propext, Classical.choice, Quot.sound]
'FreeParticleZORA.diracEnergy_tendsto' depends on axioms: [propext, Classical.choice, Quot.sound]
'FreeParticleZORA.zora_brackets_dirac' depends on axioms: [propext, Classical.choice, Quot.sound]
```

## How the proof follows the algebra

`zoraEnergy_eq` cancels the powers of c with `field_simp`. `scaledEnergy_eq` first computes r² = p²/(4c²), then obtains the two closed forms of S and shows that they agree by cross-multiplication.

`diracEnergy_quadratic` proves the energy relation. The input is that the square of √(c⁴ + c²p²) is the expression under the root, which holds because that expression is nonnegative. `linear_combination h` does the remaining algebra.

`zora_errors` contains the central step. In each half, `eq_div_iff` clears the denominator on the right. The unscaled identity is then the energy relation with its sign reversed, hence `linear_combination -h`. For the scaled identity, `hq` records that S(4c² + p²) = 2c²p². The energy relation is used with the factor 2c² − E, and `hq` with the factor −c². This is the substitution for c²p² made by hand, carried out in one line.

`zora_error_bounds` first shows E ≥ 0, a hypothesis of the lemma `pow_le_pow_left₀` that raises E ≤ p²/2 to the second and third powers. It reads E ≤ p²/2 off the first error identity. Each `calc` block then enlarges the numerator, and the second also shrinks the denominator, through `div_le_div₀`.

`scaledEnergy_tendsto` rewrites S as 2c² minus a fraction. The denominator 4c² + p² tends to infinity, so the fraction tends to zero. `diracEnergy_tendsto` compares E with the line c p − c², which itself tends to infinity because c > 0.

Finally, `zora_brackets_dirac` proves E > 0 for p ≠ 0 from (c²)² < c⁴ + c²p². Each strict inequality is turned into the positivity of a difference by `sub_pos`, the difference is replaced by its error formula, and `positivity` finishes. The limit is supplied by `scaledEnergy_tendsto`.
